# An equivariant function of finitely many vectors takes its values in their span, if reflections are included

The last step of my force model computes the force on an atom as $\sum_i c_i x_i$. Here $x_i$ is the displacement from the atom to neighbour $i$, and the network that produces the numbers $c_i$ sees only distances and angles. The result turns with the molecule, as it should. But the cross product of two displacements also turns with the molecule, and it points out of the plane of the two. With only two neighbours my model can never produce such a force. Am I excluding forces that a real system could have?

## Mirror symmetry removes the out-of-plane force

The form $\sum_i c_i x_i$, with the $c_i$ free to be any functions of the distances and angles, excludes none, provided that the force depends only on these displacements and follows reflections as well as rotations. The second condition stands for the fact that electromagnetic interactions treat a structure and its mirror image alike: the mirrored structure has the mirrored forces. This holds for chiral molecules too.

Write $x$ for the whole family of displacements, with labels $i$ from a finite set, and $F(x)$ for the force. Equivariance means $F(Qx)=Q\,F(x)$ for every orthogonal map $Q$, where $Qx$ is the family of the $Qx_i$.

**The force lies in the span.** Let $S$ be the span of the $x_i$. Split any vector as $v=v_\parallel+v_\perp$, with $v_\parallel$ in $S$ and $v_\perp$ orthogonal to $S$, and set $Rv=v_\parallel-v_\perp$. This reflection is linear and preserves lengths, so it is orthogonal. It leaves every $x_i$ in place, hence
$$F(x)=F(Rx)=R\,F(x).$$
The orthogonal part of $F(x)$ therefore equals its own negative and vanishes.

When the neighbours already span all of space, this says nothing. The stronger statement is that the coefficients need only the table of inner products $G_{ij}=x_i\cdot x_j$, which is the information in your distances and angles.

**Equal tables mean equal shapes.** Let $x$ and $y$ have the same table $G$. For all real $a_i$,
$$\Big|\sum_i a_i x_i\Big|^2=\sum_{i,j}a_i a_j G_{ij}=\Big|\sum_i a_i y_i\Big|^2 .$$
If two sets of coefficients give the same combination of the $x_i$, their difference gives zero there, and so also gives zero with the $y_i$. The rule $\sum_i a_i x_i\mapsto\sum_i a_i y_i$ is thus well defined, linear and length-preserving on the span. In finite dimension the orthogonal complements of the two spans have equal dimension, so matching orthonormal bases of them extends the rule to an orthogonal $Q$ with $Qx_i=y_i$.

**The coefficients depend only on the table.** For each table that occurs, choose one configuration $x$ and write $F(x)=\sum_i a_i x_i$. Any $y$ with the same table is $Qx$, so
$$F(y)=Q\,F(x)=\sum_i a_i\,Qx_i=\sum_i a_i y_i .$$
The same $a_i$ serve, and we may call them $c_i(G)$. Conversely, if $F(x)=\sum_i c_i(G)x_i$, then $F(Qx)=\sum_i c_i(G)\,Qx_i=Q\,F(x)$, because $Q$ leaves $G$ unchanged.

**What fails with rotations alone.** In three dimensions $(u\times v)\cdot w=\det[u,v,w]$. Therefore
$$(Qu\times Qv)\cdot Qw=\det Q\,(u\times v)\cdot w=\det Q\;Q(u\times v)\cdot Qw .$$
Since $Qw$ can be any vector, $Qu\times Qv=\det Q\;Q(u\times v)$. For rotations $\det Q=1$, and your cross product passes. It is orthogonal to $u$ and $v$, so if it lay in their span it would be orthogonal to itself, hence zero. With unit vectors numbered from 0, $e_0\times e_1=e_2$ is a counter-example to the span property for functions that follow rotations only. The reflection that reverses $e_2$ exposes it: both arguments stay in place, while an equivariant value would have to change sign.

Here is the argument in Lean 4 with Mathlib.

```lean
import Mathlib

open scoped InnerProductSpace

namespace EquivariantVectorFunctions

noncomputable section

variable {ι E : Type*} [NormedAddCommGroup E] [InnerProductSpace ℝ E]

/-- A vector-valued function of several vectors is equivariant if applying any orthogonal map
to all arguments applies the same map to the value. -/
def IsEquivariant (F : (ι → E) → E) : Prop :=
  ∀ (Q : E ≃ₗᵢ[ℝ] E) (x : ι → E), F (fun i => Q (x i)) = Q (F x)

/-- The table of all inner products between the vectors of a configuration. -/
def innerProducts (x : ι → E) : ι → ι → ℝ := fun i j => ⟪x i, x j⟫_ℝ

/-- The value of an equivariant function of finitely many vectors lies in the span of
these vectors. -/
theorem IsEquivariant.mem_span [Finite ι] {F : (ι → E) → E} (hF : IsEquivariant F)
    (x : ι → E) : F x ∈ Submodule.span ℝ (Set.range x) := by
  have : FiniteDimensional ℝ (Submodule.span ℝ (Set.range x)) :=
    FiniteDimensional.span_of_finite ℝ (Set.finite_range x)
  -- the reflection through the span leaves every argument in place
  have hfix : (fun i => (Submodule.span ℝ (Set.range x)).reflection (x i)) = x :=
    funext fun i => (Submodule.reflection_eq_self_iff _).mpr (Submodule.subset_span ⟨i, rfl⟩)
  have h := hF (Submodule.span ℝ (Set.range x)).reflection x
  rw [hfix] at h
  -- hence it also leaves the value in place
  exact (Submodule.reflection_eq_self_iff _).mp h.symm

/-- In a finite-dimensional space, two finite configurations with the same inner products are
carried into each other by an orthogonal map. -/
theorem exists_orthogonal_of_innerProducts_eq [Fintype ι] [FiniteDimensional ℝ E]
    (x y : ι → E) (h : innerProducts x = innerProducts y) :
    ∃ Q : E ≃ₗᵢ[ℝ] E, ∀ i, Q (x i) = y i := by
  classical
  let T : (ι → E) → ((ι → ℝ) →ₗ[ℝ] E) := fun z => Fintype.linearCombination ℝ z
  have hTa : ∀ z c, T z c = ∑ i, c i • z i := fun z c => Fintype.linearCombination_apply ℝ z c
  have hs : ∀ z c, ‖T z c‖ ^ 2 = ∑ i, ∑ j, c i * (c j * innerProducts z i j) := by
    intro z c
    rw [hTa, ← real_inner_self_eq_norm_sq, sum_inner]
    refine Finset.sum_congr rfl fun i _ => ?_
    rw [inner_sum]
    refine Finset.sum_congr rfl fun j _ => ?_
    rw [real_inner_smul_left, real_inner_smul_right]
    rfl
  -- equal inner products give equal lengths of all linear combinations
  have hT : ∀ c, ‖T x c‖ = ‖T y c‖ := fun c =>
    (sq_eq_sq₀ (norm_nonneg _) (norm_nonneg _)).mp (by rw [hs x, hs y, h])
  have hsingle : ∀ z i, T z (Pi.single i 1) = z i := by
    intro z i
    rw [hTa]
    simp [Pi.single_apply]
  obtain ⟨g, hg⟩ := (T x).rangeRestrict.exists_rightInverse_of_surjective
    (LinearMap.range_rangeRestrict _)
  have hgs : ∀ s : LinearMap.range (T x), T x (g s) = (s : E) := fun s =>
    congrArg Subtype.val (LinearMap.congr_fun hg s)
  -- the isometry on the span, which then extends to the whole space
  let L : LinearMap.range (T x) →ₗᵢ[ℝ] E :=
    ⟨(T y).comp g, fun s => by
      change ‖T y (g s)‖ = ‖(s : E)‖
      rw [← hT (g s), hgs s]⟩
  refine ⟨L.extend.toLinearIsometryEquiv rfl, fun i => ?_⟩
  let s : LinearMap.range (T x) := ⟨x i, Pi.single i 1, hsingle x i⟩
  have hQ : L.extend (x i) = T y (g s) := L.extend_apply s
  have h0 : T y (g s - Pi.single i 1) = 0 := by
    rw [← norm_eq_zero, ← hT, map_sub, hgs, hsingle]
    change ‖x i - x i‖ = 0
    simp
  rw [map_sub, hsingle, sub_eq_zero] at h0
  change L.extend (x i) = y i
  exact hQ.trans h0

/-- In a finite-dimensional space, a function of finitely many vectors is equivariant exactly
when it is a combination of these vectors with coefficients that depend only on their
inner products. -/
theorem isEquivariant_iff [Fintype ι] [FiniteDimensional ℝ E] (F : (ι → E) → E) :
    IsEquivariant F ↔
      ∃ c : (ι → ι → ℝ) → ι → ℝ, ∀ x, F x = ∑ i, c (innerProducts x) i • x i := by
  constructor
  · intro hF
    -- coefficients found for one configuration serve all with the same inner products
    have key : ∀ G : ι → ι → ℝ, ∃ a : ι → ℝ, ∀ x : ι → E,
        innerProducts x = G → F x = ∑ i, a i • x i := by
      intro G
      by_cases hG : ∃ x₀ : ι → E, innerProducts x₀ = G
      · obtain ⟨x₀, hx₀⟩ := hG
        obtain ⟨a, ha⟩ := (Submodule.mem_span_range_iff_exists_fun ℝ).mp (hF.mem_span x₀)
        refine ⟨a, fun x hx => ?_⟩
        obtain ⟨Q, hQ⟩ := exists_orthogonal_of_innerProducts_eq x₀ x (hx₀.trans hx.symm)
        have h := hF Q x₀
        rw [funext hQ, ← ha, map_sum] at h
        rw [h]
        exact Finset.sum_congr rfl fun i _ => by rw [map_smul, hQ]
      · exact ⟨0, fun x hx => (hG ⟨x, hx⟩).elim⟩
    choose c hc using key
    exact ⟨c, fun x => hc _ x rfl⟩
  · rintro ⟨c, hc⟩ Q x
    have hG : innerProducts (fun i => Q (x i)) = innerProducts x := by
      funext i j
      exact Q.inner_map_map (x i) (x j)
    rw [hc, hc, hG, map_sum]
    exact Finset.sum_congr rfl fun i _ => (map_smul Q _ _).symm

/-- Three-dimensional Euclidean space. -/
abbrev Space := EuclideanSpace ℝ (Fin 3)

/-- The cross product of two vectors in three-dimensional space. -/
def cross (u v : Space) : Space :=
  !₂[u 1 * v 2 - u 2 * v 1, u 2 * v 0 - u 0 * v 2, u 0 * v 1 - u 1 * v 0]

/-- The determinant of three vectors is their scalar triple product. -/
theorem det_eq_triple (u v w : Space) :
    (EuclideanSpace.basisFun (Fin 3) ℝ).toBasis.det ![u, v, w] = ⟪cross u v, w⟫_ℝ := by
  rw [Module.Basis.det_apply, Matrix.det_fin_three]
  simp [Module.Basis.toMatrix_apply, cross, PiLp.inner_apply, Fin.sum_univ_three]
  ring

/-- Under an orthogonal map the cross product transforms as a pseudovector: it is mapped
along and multiplied by the determinant of the map. -/
theorem cross_map (Q : Space ≃ₗᵢ[ℝ] Space) (u v : Space) :
    cross (Q u) (Q v) =
      LinearMap.det (Q.toLinearEquiv : Space →ₗ[ℝ] Space) • Q (cross u v) := by
  refine ext_inner_right ℝ fun z => ?_
  obtain ⟨w, rfl⟩ := Q.surjective z
  rw [real_inner_smul_left, Q.inner_map_map, ← det_eq_triple (Q u) (Q v) (Q w),
    ← det_eq_triple u v w]
  have h := (EuclideanSpace.basisFun (Fin 3) ℝ).toBasis.det_comp
    (Q.toLinearEquiv : Space →ₗ[ℝ] Space) ![u, v, w]
  have hv : (⇑(Q.toLinearEquiv : Space →ₗ[ℝ] Space) ∘ ![u, v, w]) = ![Q u, Q v, Q w] := by
    funext i
    fin_cases i <;> rfl
  rw [hv] at h
  exact h

/-- A nonzero cross product lies outside the span of its two factors. -/
theorem cross_notMem_span (x : Fin 2 → Space) (h : cross (x 0) (x 1) ≠ 0) :
    cross (x 0) (x 1) ∉ Submodule.span ℝ (Set.range x) := by
  intro hmem
  -- the cross product is orthogonal to everything in the span
  have horth : ∀ v ∈ Submodule.span ℝ (Set.range x), ⟪cross (x 0) (x 1), v⟫_ℝ = 0 := by
    intro v hv
    induction hv using Submodule.span_induction with
    | mem v hv =>
      obtain ⟨i, rfl⟩ := hv
      fin_cases i <;> simp [cross, PiLp.inner_apply, Fin.sum_univ_three] <;> ring
    | zero => exact inner_zero_right _
    | add a b _ _ ha hb => rw [inner_add_right, ha, hb, add_zero]
    | smul r a _ ha => rw [real_inner_smul_right, ha, mul_zero]
  exact h (inner_self_eq_zero.mp (horth _ hmem))

/-- Rotations alone do not suffice: the cross product is equivariant under every orthogonal map
of determinant one, yet for the first two unit vectors it lies outside their span. -/
theorem rotations_do_not_suffice :
    (∀ Q : Space ≃ₗᵢ[ℝ] Space, LinearMap.det (Q.toLinearEquiv : Space →ₗ[ℝ] Space) = 1 →
      ∀ u v, cross (Q u) (Q v) = Q (cross u v)) ∧
    cross !₂[1, 0, 0] !₂[0, 1, 0] ∉
      Submodule.span ℝ (Set.range ![(!₂[1, 0, 0] : Space), !₂[0, 1, 0]]) := by
  constructor
  · intro Q hQ u v
    rw [cross_map, hQ, one_smul]
  · refine cross_notMem_span ![(!₂[1, 0, 0] : Space), !₂[0, 1, 0]] fun h => ?_
    have h2 := congrArg (fun v : Space => v 2) h
    simp [cross] at h2

end

end EquivariantVectorFunctions
```

```lean
#print axioms EquivariantVectorFunctions.IsEquivariant.mem_span
-- 'EquivariantVectorFunctions.IsEquivariant.mem_span' depends on axioms: [propext, Classical.choice, Quot.sound]
#print axioms EquivariantVectorFunctions.isEquivariant_iff
-- 'EquivariantVectorFunctions.isEquivariant_iff' depends on axioms: [propext, Classical.choice, Quot.sound]
#print axioms EquivariantVectorFunctions.rotations_do_not_suffice
-- 'EquivariantVectorFunctions.rotations_do_not_suffice' depends on axioms: [propext, Classical.choice, Quot.sound]
```

## What the theorems say about a force model

The type `ι` holds the neighbour labels, `E` is the space of displacements, and a configuration is a function `x : ι → E`. The type `E ≃ₗᵢ[ℝ] E` consists of the invertible linear maps that preserve length, so `IsEquivariant` demands equivariance under reflections as well as rotations. The table $G$ is `innerProducts x`.

`IsEquivariant.mem_span` holds for finitely many vectors in any real inner product space, of whatever dimension. `isEquivariant_iff` assumes finite dimension and states an equivalence: `F` is equivariant exactly when there is a `c` such that `F x = ∑ i, c (innerProducts x) i • x i` for all `x`. The order of the quantifiers matters, since a single `c` serves every configuration.

In three dimensions, `Space` has components 0, 1 and 2, and `cross` is the usual formula in them. `rotations_do_not_suffice` joins two facts: `cross` is equivariant under every orthogonal map of determinant one, and for the first two unit vectors its value lies outside their span.

For simulation practice this supports building forces from displacements and scalar coefficients, for a fixed finite list of neighbours and with coefficients that may be arbitrary functions of the table. Whether a particular network can represent and learn these functions is a separate question. In particular, nothing here says that `c` can be chosen continuous or smooth, even if `F` is. Exchange symmetry between identical neighbours is not imposed either; the labels stay distinct.

The arguments must also include everything the force depends on, with the right transformation law. A magnetic field $B$ is an axial vector, which goes to $\det Q\;QB$. The Lorentz force, proportional to $v\times B$ for a velocity $v$, therefore respects mirror symmetry, but it does not fit `IsEquivariant`, where all arguments transform as ordinary vectors.

## From the reflection to the coefficients in Lean

In `IsEquivariant.mem_span`, the span is first shown to be finite-dimensional, which makes the reflection through it available. The lemma `Submodule.reflection_eq_self_iff` says that a vector is fixed by the reflection exactly when it lies in the subspace. It is used once for the arguments and once, in the other direction, for the value.

In `exists_orthogonal_of_innerProducts_eq`, `T z c` is the combination $\sum_i c_i z_i$; here `c` is a plain list of numbers. The step `hs` expands its squared length through the table, and `hT` concludes that equal tables give equal lengths. The linear map `g` selects coefficients for each vector in the span of the `x i`, and `L` applies them to the `y i`. For the vector `x i`, `g` may select something other than the obvious coefficients, 1 at `i` and 0 elsewhere. The step `h0` shows that this makes no difference, which is the well-definedness argument above. `L.extend` then supplies the orthogonal map on the whole space.

In `isEquivariant_iff`, the statement `key` finds coefficients for each table separately, taking zero for tables that no configuration has, and `choose` collects them into the function `c`. The converse uses linearity and the invariance of inner products.

For the cross product, `det_eq_triple` identifies the triple product with a determinant by expanding components. `cross_map` compares both sides through their inner products with an arbitrary vector, written as `Q w`, and takes the factor $\det Q$ from `det_comp`. `cross_notMem_span` extends orthogonality from the two factors to their span by induction, then applies it to the cross product itself. The explicit example in `rotations_do_not_suffice` needs only that $e_0\times e_1$ is nonzero, which its component 2 shows.
